# The k·p effective-mass formula for a nondegenerate band in a finite real symmetric model

If the curvature of a band is read off the diagonal of the k·p Hamiltonian, every band gets the mass of a free electron. The diagonal entry is $e_o + kP_{oo} + k^2/2$, whose second derivative is 1 however strongly the bands are coupled. The missing part comes from the other bands that the state takes up as $k$ leaves zero. For a smooth band that starts in the nondegenerate basis state $o$, the full result is

$$E'(0)=P_{oo},\qquad E''(0)=1+2\sum_{n\ne o}\frac{P_{no}^2}{e_o-e_n}.$$

Here $e_n$ are the band energies at $k=0$ and $P$ is the momentum matrix, taken to be real and symmetric, all in atomic units. In electronic structure $E''(0)$ is the inverse effective mass of a non-interacting, spinless electron in a local potential, along one direction of $k$ and within a finite set of bands.

## The Hamiltonian and its bands

```lean
import Mathlib

open Matrix Filter Topology

namespace KPEffectiveMass

noncomputable section

variable {ι : Type*} [Fintype ι] [DecidableEq ι]
```

The type `ι` is the finite set of band labels. It may have any size.

```lean
/-- The k·p Hamiltonian in atomic units: band energies `e` at `k = 0`, momentum matrix `P`,
and the free kinetic energy `k²/2`. -/
def kpHamiltonian (e : ι → ℝ) (P : Matrix ι ι ℝ) (k : ℝ) : Matrix ι ι ℝ :=
  diagonal e + k • P + (k ^ 2 / 2) • (1 : Matrix ι ι ℝ)
```

This is $H(k)=\mathrm{diag}(e)+kP+\tfrac{k^2}{2}\mathbb 1$ in atomic units. The real number $k$ is the displacement from the expansion point along a fixed direction, $e_n$ are the band energies at that point, and $P$ is the matrix of the momentum component along the direction. The entries of $P$ are real. Symmetry of $P$ is not built in; the theorems that need it ask for it.

```lean
/-- A band `E(k)` with state `v(k)`: an eigenpair of the k·p Hamiltonian for `k` near zero,
with `v` continuously differentiable at zero and equal there to the basis state `o`. -/
structure IsBand (e : ι → ℝ) (P : Matrix ι ι ℝ) (o : ι) (E : ℝ → ℝ) (v : ℝ → ι → ℝ) :
    Prop where
  smooth : ContDiffAt ℝ 1 v 0
  start : v 0 = Pi.single o 1
  eigen : ∀ᶠ k in 𝓝 (0 : ℝ), kpHamiltonian e P k *ᵥ v k = E k • v k
```

`IsBand e P o E v` says three things about an energy $E(k)$ and a vector $v(k)$:

- `smooth`: $v$ is continuously differentiable around $k=0$.
- `start`: $v(0)$ is the basis vector of band $o$, written `Pi.single o 1`.
- `eigen`: $H(k)v(k)=E(k)v(k)$ for all $k$ close enough to zero. The notation `∀ᶠ k in 𝓝 0` means "for all $k$ in some neighbourhood of 0", and `*ᵥ` is matrix times vector.

Nothing is assumed about the smoothness of $E$, and $v(k)$ need not be normalised away from $k=0$. That such an eigenpair exists is a hypothesis here; for symmetric $P$ and nondegenerate $e_o$, ordinary perturbation theory supplies it.

```lean
/-- The second-order sum of squared momentum matrix elements over energy differences,
for `e o` different from all other band energies. -/
def couplingSum (e : ι → ℝ) (P : Matrix ι ι ℝ) (o : ι) : ℝ :=
  ∑ n ∈ Finset.univ.erase o, P n o ^ 2 / (e o - e n)
```

This is $\sum_{n\neq o}P_{no}^2/(e_o-e_n)$. The set `Finset.univ.erase o` contains all bands except $o$.

```lean
/-- The component `o` of `P v(k)` divided by the component `o` of `v(k)`, where the latter
is not zero. -/
def projectedMomentum (P : Matrix ι ι ℝ) (v : ℝ → ι → ℝ) (o : ι) (k : ℝ) : ℝ :=
  (∑ m, P o m * v k m) / v k o
```

This function of $k$ is $g(k)=\big(\sum_m P_{om}v_m(k)\big)/v_o(k)$. Dividing by $v_o$ makes it independent of the normalisation of $v$.

## Two derivatives from one

```lean
/-- The free kinetic energy `k²/2` has derivative `k`. -/
theorem hasDerivAt_kinetic (k : ℝ) : HasDerivAt (fun x : ℝ => x ^ 2 / 2) k k :=
  ((hasDerivAt_pow 2 k).div_const 2).congr_deriv (by norm_num)
```

`HasDerivAt f a x` reads "$f$ is differentiable at $x$, with derivative $a$". Here $k^2/2$ has derivative $k$.

```lean
/-- If `E(k) = a + k²/2 + k g(k)` near zero with `g` continuously differentiable at zero,
then `E'(0) = g(0)` and `E''(0) = 1 + 2 g'(0)`. -/
theorem derivatives_of_expansion {E g : ℝ → ℝ} {a : ℝ} (hg : ContDiffAt ℝ 1 g 0)
    (h : ∀ᶠ k in 𝓝 (0 : ℝ), E k = a + k ^ 2 / 2 + k * g k) :
    HasDerivAt E (g 0) 0 ∧ HasDerivAt (deriv E) (1 + 2 * deriv g 0) 0 := by
  have hd : ∀ᶠ k in 𝓝 (0 : ℝ), DifferentiableAt ℝ g k :=
    (hg.eventually (by simp)).mono fun k hk => hk.differentiableAt (by simp)
  have hE : ∀ᶠ k in 𝓝 (0 : ℝ), HasDerivAt E (k + g k + k * deriv g k) k := by
    filter_upwards [h.eventually_nhds, hd] with k hk hgk
    have h1 := ((hasDerivAt_kinetic k).const_add a).fun_add
      ((hasDerivAt_id' k).fun_mul hgk.hasDerivAt)
    exact (h1.congr_deriv (by ring)).congr_of_eventuallyEq hk
  have hc : ContinuousAt (deriv g) 0 := by
    have := (hg.fderiv_right (m := 0) (by simp)).continuousAt.clm_apply
      (continuousAt_const : ContinuousAt (fun _ : ℝ => (1 : ℝ)) 0)
    exact this
  -- `k g'(k)` is differentiable at zero because `g'` is continuous there
  have hk : HasDerivAt (fun k => k * deriv g k) (deriv g 0) 0 := by
    rw [hasDerivAt_iff_tendsto_slope]
    refine (hc.tendsto.mono_left nhdsWithin_le_nhds).congr' ?_
    filter_upwards [self_mem_nhdsWithin] with k hk
    have hk' : k ≠ 0 := hk
    rw [slope_def_field, eq_div_iff (by simpa using hk')]
    show deriv g k * (k - 0) = k * deriv g k - 0 * deriv g 0
    ring
  refine ⟨hE.self_of_nhds.congr_deriv (by ring), ?_⟩
  have h2 := ((hasDerivAt_id' (0 : ℝ)).fun_add hd.self_of_nhds.hasDerivAt).fun_add hk
  exact (h2.congr_deriv (by ring)).congr_of_eventuallyEq (hE.mono fun k hk => hk.deriv)
```

Suppose $E(k)=a+k^2/2+k\,g(k)$ near zero, with $g$ continuously differentiable. By the product rule, near zero,

$$E'(k)=k+g(k)+k\,g'(k),$$

so $E'(0)=g(0)$. Differentiating again seems to require $g''$, but at $k=0$ the last term has difference quotient $\big(k\,g'(k)-0\big)/k=g'(k)$, which tends to $g'(0)$ by continuity. Hence $E''(0)=1+g'(0)+g'(0)$.

In the code, `hE` is the formula for $E'(k)$, `hc` the continuity of $g'$, and `hk` the difference-quotient argument. The tactic `filter_upwards` combines several statements that hold near zero into one.

## Slope and first-order mixing

```lean
variable {e : ι → ℝ} {P : Matrix ι ι ℝ} {o : ι} {E : ℝ → ℝ} {v : ℝ → ι → ℝ}

/-- The eigenvalue equation of a band, written for the component `n`. -/
theorem IsBand.row (h : IsBand e P o E v) (n : ι) : ∀ᶠ k in 𝓝 (0 : ℝ),
    (e n + k ^ 2 / 2 - E k) * v k n + k * ∑ m, P n m * v k m = 0 := by
  filter_upwards [h.eigen] with k hk
  have h1 := congrFun hk n
  have hP : (P *ᵥ v k) n = ∑ m, P n m * v k m := rfl
  simp only [kpHamiltonian, Matrix.add_mulVec, Matrix.smul_mulVec, Matrix.mulVec_diagonal,
    Matrix.one_mulVec, Pi.add_apply, Pi.smul_apply, smul_eq_mul, hP] at h1
  linear_combination h1
```

Row $n$ of the eigenvalue equation is

$$\big(e_n+\tfrac{k^2}{2}-E(k)\big)v_n(k)+k\sum_m P_{nm}v_m(k)=0.$$

The tactic `linear_combination h1` checks that this follows from `h1` by algebra.

```lean
/-- Near zero the band energy is `e_o + k²/2` plus `k` times the projected momentum, which is
continuously differentiable at zero. -/
theorem IsBand.expansion (h : IsBand e P o E v) :
    ContDiffAt ℝ 1 (projectedMomentum P v o) 0 ∧
    ∀ᶠ k in 𝓝 (0 : ℝ), E k = e o + k ^ 2 / 2 + k * projectedMomentum P v o k := by
  have hv := contDiffAt_pi.1 h.smooth
  have h0 : v 0 o ≠ 0 := by simp [h.start]
  constructor
  · exact ContDiffAt.div (ContDiffAt.sum fun m _ => contDiffAt_const.mul (hv m)) (hv o) h0
  · filter_upwards [h.row o, (hv o).continuousAt.eventually_ne h0] with k hk hne
    have h1 : k * projectedMomentum P v o k = E k - e o - k ^ 2 / 2 := by
      rw [projectedMomentum, ← mul_div_assoc, div_eq_iff hne]
      linear_combination hk
    linarith
```

Take row $o$. Since $v_o(0)=1$, continuity keeps $v_o(k)\neq0$ near zero, and dividing by it gives

$$E(k)=e_o+\tfrac{k^2}{2}+k\,g(k).$$

As a quotient of continuously differentiable functions, $g$ is continuously differentiable too. This is the form that the calculus lemma needs.

```lean
/-- The band starts at energy `e_o`, and its slope at zero is the diagonal momentum matrix
element `P_oo`. -/
theorem IsBand.velocity (h : IsBand e P o E v) : E 0 = e o ∧ HasDerivAt E (P o o) 0 := by
  obtain ⟨hg, hE⟩ := h.expansion
  refine ⟨by simpa using hE.self_of_nhds, ?_⟩
  exact (derivatives_of_expansion hg hE).1.congr_deriv
    (by simp [projectedMomentum, h.start, Pi.single_apply])
```

Setting $k=0$ gives $E(0)=e_o$, and the lemma gives $E'(0)=g(0)=P_{oo}$. Neither a gap nor the symmetry of $P$ is used.

```lean
/-- To first order in `k`, a band state takes up the basis state `n ≠ o` with coefficient
`P_no/(e_o - e_n)`, provided `e_n ≠ e_o`. -/
theorem IsBand.admixture (h : IsBand e P o E v) {n : ι} (hn : n ≠ o) (hgap : e n ≠ e o) :
    HasDerivAt (fun k => v k n) (P n o / (e o - e n)) 0 := by
  have hv' := fun m => ((contDiffAt_pi.1 h.smooth m).differentiableAt (by simp)).hasDerivAt
  obtain ⟨hE0, hE⟩ := h.velocity
  have hS : HasDerivAt (fun k => ∑ m, P n m * v k m)
      (∑ m, P n m * deriv (fun k => v k m) 0) 0 :=
    HasDerivAt.fun_sum fun m _ => (hv' m).const_mul (P n m)
  -- differentiate row `n` of the eigenvalue equation at zero
  have hF := ((((hasDerivAt_kinetic 0).const_add (e n)).fun_sub hE).fun_mul (hv' n)).fun_add
    ((hasDerivAt_id' (0 : ℝ)).fun_mul hS)
  have hz := hF.unique ((hasDerivAt_const (0 : ℝ) (0 : ℝ)).congr_of_eventuallyEq (h.row n))
  have h1 : v 0 n = 0 := by simp [h.start, hn]
  have h2 : ∑ m, P n m * v 0 m = P n o := by simp [h.start, Pi.single_apply]
  simp only [h1, h2, hE0] at hz
  refine (hv' n).congr_deriv ?_
  rw [eq_div_iff (sub_ne_zero.2 hgap.symm)]
  linear_combination -hz
```

For $n\ne o$, differentiate row $n$ at $k=0$:

$$-P_{oo}\,v_n(0)+(e_n-e_o)\,v_n'(0)+\sum_m P_{nm}v_m(0)=0.$$

Because $v_n(0)=0$ and the last sum is $P_{no}$, this becomes

$$v_n'(0)=\frac{P_{no}}{e_o-e_n}.$$

In the proof, `hF` is the derivative of the left side of the row equation. It must equal the derivative of the constant 0, which is `hz`.

## The effective mass

```lean
/-- The k·p effective-mass formula: for symmetric `P` and `e_o` different from all other band
energies, `E'(0) = P_oo` and `E''(0) = 1 + 2 ∑_{n ≠ o} P_no²/(e_o - e_n)`. -/
theorem kp_effective_mass (hP : P.IsSymm) (hgap : ∀ n, n ≠ o → e n ≠ e o)
    (h : IsBand e P o E v) :
    HasDerivAt E (P o o) 0 ∧ HasDerivAt (deriv E) (1 + 2 * couplingSum e P o) 0 := by
  have hv' := fun m => ((contDiffAt_pi.1 h.smooth m).differentiableAt (by simp)).hasDerivAt
  obtain ⟨hg, hE⟩ := h.expansion
  have h1 : v 0 o = 1 := by simp [h.start]
  have h2 : ∑ m, P o m * v 0 m = P o o := by simp [h.start, Pi.single_apply]
  have hS : HasDerivAt (fun k => ∑ m, P o m * v k m)
      (∑ m, P o m * deriv (fun k => v k m) 0) 0 :=
    HasDerivAt.fun_sum fun m _ => (hv' m).const_mul (P o m)
  -- insert the first-order admixtures of the other bands
  have hsum : ∑ m ∈ Finset.univ.erase o, P o m * deriv (fun k => v k m) 0
      = couplingSum e P o := by
    refine Finset.sum_congr rfl fun m hm => ?_
    have hmo := Finset.ne_of_mem_erase hm
    rw [(h.admixture hmo (hgap m hmo)).deriv, hP.apply m o]
    ring
  have hsplit : P o o * deriv (fun k => v k o) 0 + couplingSum e P o
      = ∑ m, P o m * deriv (fun k => v k m) 0 := by
    rw [← hsum]
    exact Finset.add_sum_erase Finset.univ
      (fun m => P o m * deriv (fun k => v k m) 0) (Finset.mem_univ o)
  have hq : deriv (projectedMomentum P v o) 0 = couplingSum e P o := by
    have hd := (hS.fun_div (hv' o) (by simp [h1])).deriv
    simp only [h1, h2] at hd
    refine Eq.trans hd ?_
    linear_combination -hsplit
  refine ⟨h.velocity.2, ?_⟩
  rw [← hq]
  exact (derivatives_of_expansion hg hE).2
```

The hypotheses are that $P$ is symmetric (`hP`), that $e_n\neq e_o$ for every $n\neq o$ (`hgap`), and that $E,v$ form a band starting in $o$ (`h`). Only $e_o$ has to be nondegenerate; other levels may coincide with each other. A degenerate level, such as the valence-band top of silicon, needs a different treatment.

It remains to find $g'(0)$. The numerator of $g$ is $P_{oo}$ at zero and the denominator is 1, so the quotient rule gives

$$g'(0)=\sum_m P_{om}v_m'(0)-P_{oo}v_o'(0)=\sum_{m\ne o}P_{om}v_m'(0)=\sum_{m\neq o}\frac{P_{om}P_{mo}}{e_o-e_m}.$$

The unknown $v_o'(0)$, which depends on the normalisation, has cancelled. Symmetry turns $P_{om}P_{mo}$ into $P_{mo}^2$, and $E''(0)=1+2g'(0)$ is the formula. In the code, `hsum` inserts the admixtures, `hsplit` separates the term $m=o$, and `hq` is the quotient rule. With a single band the sum is empty and $E''(0)=1$.

In a calculation with a local empirical pseudopotential, the formula is used as follows. Take a spinless crystal with inversion symmetry and the origin at an inversion centre, so that the plane-wave matrix is real.

1. Diagonalise it once at the expansion point $\mathbf k_0$, which gives energies $e_n$ and real orthonormal coefficients $c_{\mathbf G n}$.
2. For a unit vector $\mathbf u$, form $P_{nm}=\sum_{\mathbf G}c_{\mathbf G n}\,(\mathbf k_0+\mathbf G)\cdot\mathbf u\;c_{\mathbf G m}$.
3. For a nondegenerate band $o$, evaluate $1+2\sum_{n\ne o}P_{no}^2/(e_o-e_n)$. The result is the curvature along $\mathbf u$.

If all eigenvectors are kept, the k·p matrix is the plane-wave matrix at $\mathbf k_0+k\mathbf u$, for the same fixed set of plane waves, written in another basis. Keeping fewer bands leaves terms out of the sum.

## Bounds and sums of inverse masses

```lean
/-- For symmetric `P`, a band lying strictly below all others at `k = 0` has inverse mass at
most the free-electron value 1. -/
theorem lowest_band_inverse_mass_le (hP : P.IsSymm) (hlow : ∀ n, n ≠ o → e o < e n)
    (h : IsBand e P o E v) : deriv (deriv E) 0 ≤ 1 := by
  rw [(kp_effective_mass hP (fun n hn => (hlow n hn).ne') h).2.deriv]
  have : couplingSum e P o ≤ 0 := Finset.sum_nonpos fun n hn =>
    div_nonpos_of_nonneg_of_nonpos (sq_nonneg _)
      (sub_nonpos.2 (hlow n (Finset.ne_of_mem_erase hn)).le)
  linarith
```

If $e_o$ lies below all other energies, every denominator $e_o-e_n$ is negative. The coupling sum is then at most zero, and $E''(0)\le1$.

```lean
/-- For symmetric `P` and pairwise different band energies at `k = 0`, the inverse masses of
all bands add up to the number of bands. -/
theorem inverse_mass_sum_rule {E : ι → ℝ → ℝ} {v : ι → ℝ → ι → ℝ} (hP : P.IsSymm)
    (he : Function.Injective e) (h : ∀ o, IsBand e P o (E o) (v o)) :
    ∑ o, deriv (deriv (E o)) 0 = Fintype.card ι := by
  have hm : ∀ o, deriv (deriv (E o)) 0 = 1 + 2 * couplingSum e P o := fun o =>
    (kp_effective_mass hP (fun n hn => he.ne hn) (h o)).2.deriv
  have hs : ∀ o, couplingSum e P o = ∑ n, P n o ^ 2 / (e o - e n) := fun o =>
    Finset.sum_erase _ (by simp)
  -- each pair of bands repels symmetrically, so the double sum is its own negative
  have hanti : ∑ o, ∑ n, P n o ^ 2 / (e o - e n) = -∑ o, ∑ n, P n o ^ 2 / (e o - e n) := by
    calc _ = ∑ o, ∑ n, P o n ^ 2 / (e n - e o) := Finset.sum_comm
      _ = _ := by
        simp only [← Finset.sum_neg_distrib]
        refine Finset.sum_congr rfl fun o _ => Finset.sum_congr rfl fun n _ => ?_
        rw [hP.apply n o, ← neg_sub (e o) (e n), div_neg]
  have h0 : ∑ o, couplingSum e P o = 0 := by
    simp only [hs]
    linarith
  simp only [hm]
  rw [Finset.sum_add_distrib, ← Finset.mul_sum, h0]
  simp
```

Now every band has its own $E_o$ and $v_o$, and `Function.Injective e` says that all band energies differ. The coupling of bands $o$ and $n$ contributes $2P_{no}^2/(e_o-e_n)$ to the inverse mass $E_o''(0)$ and the opposite amount to $E_n''(0)$. The double sum of $P_{no}^2/(e_o-e_n)$ over $o$ and $n$ therefore equals its own negative (`hanti`) and vanishes, which leaves $\sum_o E_o''(0)=N$ for $N$ bands. The code lets the double sum include $n=o$, which is harmless because Lean sets division by zero to zero.

## A two-band example

```lean
/-- Two bands at energies `g > 0` and `-g` with momentum coupling `p` meet all hypotheses of the
mass formula, with upper band `E(k) = k²/2 + √(g² + p²k²)`. -/
theorem kp_effective_mass_witness (g p : ℝ) (hg : 0 < g) :
    (!![0, p; p, 0] : Matrix (Fin 2) (Fin 2) ℝ).IsSymm ∧
    (∀ n : Fin 2, n ≠ 0 → ![g, -g] n ≠ ![g, -g] 0) ∧
    IsBand ![g, -g] !![0, p; p, 0] 0 (fun k => k ^ 2 / 2 + √(g ^ 2 + p ^ 2 * k ^ 2))
      (fun k => ![1, p * k / (g + √(g ^ 2 + p ^ 2 * k ^ 2))]) := by
  have key : ∀ k R w : ℝ, w * (g + R) = p * k → k * p * w = R - g →
      kpHamiltonian ![g, -g] !![0, p; p, 0] k *ᵥ ![1, w] = (k ^ 2 / 2 + R) • ![1, w] := by
    intro k R w h1 h2
    refine funext (Fin.forall_fin_two.2 ⟨?_, ?_⟩)
    · simp [kpHamiltonian, Matrix.mulVec, dotProduct, Fin.sum_univ_succ]
      linear_combination h2
    · simp [kpHamiltonian, Matrix.mulVec, dotProduct, Fin.sum_univ_two]
      linear_combination -h1
  refine ⟨?_, ?_, ?_, ?_, ?_⟩
  · ext i j
    fin_cases i <;> fin_cases j <;> simp
  · refine Fin.forall_fin_two.2 ⟨fun h => absurd rfl h, fun _ => ?_⟩
    show -g ≠ g
    intro h
    linarith
  · have hR : ContDiffAt ℝ 1 (fun k : ℝ => √(g ^ 2 + p ^ 2 * k ^ 2)) 0 :=
      ContDiffAt.sqrt (by fun_prop) (by simp [hg.ne'])
    have hne : g + √(g ^ 2 + p ^ 2 * 0 ^ 2) ≠ 0 := by positivity
    exact contDiffAt_pi.2 (Fin.forall_fin_two.2
      ⟨(contDiffAt_const : ContDiffAt ℝ 1 (fun _ : ℝ => (1 : ℝ)) 0),
        ContDiffAt.div (contDiffAt_const.mul contDiffAt_id) (contDiffAt_const.add hR) hne⟩)
  · ext i
    fin_cases i <;> simp
  · refine Eventually.of_forall fun k => ?_
    have hR2 : √(g ^ 2 + p ^ 2 * k ^ 2) ^ 2 = g ^ 2 + p ^ 2 * k ^ 2 :=
      Real.sq_sqrt (by positivity)
    have hne : g + √(g ^ 2 + p ^ 2 * k ^ 2) ≠ 0 := by positivity
    have hw := div_mul_cancel₀ (p * k) hne
    refine key k _ _ hw (mul_right_cancel₀ hne ?_)
    linear_combination k * p * hw - hR2

end

end KPEffectiveMass
```

Here $g>0$ is a number, half the gap, and no longer the function above. The energies are $\pm g$ and the coupling is $p$. With $R=\sqrt{g^2+p^2k^2}$, the upper band is

$$E(k)=\tfrac{k^2}{2}+R,\qquad v(k)=(1,w),\qquad w=\frac{pk}{g+R}.$$

The two rows of the eigenvalue equation reduce to $kpw=R-g$ and $w(g+R)=pk$, the conditions in `key`. The vector is unnormalised; after normalisation, the weight of the lower basis state is $w^2/(1+w^2)=(R-g)/(2R)$.

The theorem confirms that this model meets every hypothesis of the mass formula, which then gives $E''(0)=1+2p^2/(2g)=1+p^2/g$. Expanding the square root to order $k^2$ gives the same value. At fixed $p\ne0$, a smaller gap makes the upper band lighter at $k=0$.

```lean
#print axioms KPEffectiveMass.kp_effective_mass
-- 'KPEffectiveMass.kp_effective_mass' depends on axioms: [propext, Classical.choice, Quot.sound]
#print axioms KPEffectiveMass.lowest_band_inverse_mass_le
-- 'KPEffectiveMass.lowest_band_inverse_mass_le' depends on axioms: [propext, Classical.choice, Quot.sound]
#print axioms KPEffectiveMass.inverse_mass_sum_rule
-- 'KPEffectiveMass.inverse_mass_sum_rule' depends on axioms: [propext, Classical.choice, Quot.sound]
```
